# DIIS equations built without complex conjugation can have no solution, even for independent errors

Take two complex error vectors, $e_0=(1,0)$ and $e_1=(0,i)$. DIIS (direct inversion in the iterative subspace) looks for coefficients $c_0,c_1$ and a multiplier $\lambda$ with

$$\sum_j B_{ij}c_j=\lambda\ \text{ for every } i,\qquad \sum_j c_j=1 .$$

If the code forms $B_{ij}=e_i^Te_j$, then $B=\mathrm{diag}(1,-1)$, because $i^2=-1$. The two rows read $c_0=\lambda$ and $-c_1=\lambda$, so $c_0+c_1=0$, which contradicts the normalisation. No complex coefficients help.

With $G_{ij}=e_i^\dagger e_j$ the matrix is the identity. The rows give $c_0=c_1=\lambda$, and the only solution is $c=(1/2,1/2)$, $\lambda=1/2$. The unconjugated $B$ is itself invertible here, so checking $B$ for singularity would not reveal the fault; the system becomes singular only once the constraint is added.

## Conjugated products make the multiplier a squared error norm

Write $r(c)=\sum_j c_je_j$ for the extrapolated error. If $c$ solves the conjugated equations and $\sum_jd_j=1$, then

$$\|r(d)\|^2=\|r(c)\|^2+\|r(d-c)\|^2,\qquad \lambda=\|r(c)\|^2 .$$

So $c$ minimises the error norm among normalised coefficients. For a nonempty, linearly independent set of errors, such a solution exists and is unique.

## Complex orbitals and the choice of dot product

An SCF code with complex orbitals, for instance at general k-points, can use this when it builds the DIIS matrix from complex error vectors and allows complex coefficients; the result covers one extrapolation from a finite list of given vectors, not the convergence of the SCF cycle. In BLAS the relevant choice is `zdotc` (conjugated) against `zdotu` (unconjugated). For real errors the two matrices coincide, so tests on real data cannot detect the mistake.

## From orthogonality to a unique solution

Let $e_{jk}$ be component $k$ of error $j$. Exchanging the finite sums gives, for any $d$ and $c$,

$$\sum_i\bar d_i\sum_jG_{ij}c_j=\sum_k\overline{r_k(d)}\,r_k(c)=\langle r(d),r(c)\rangle .$$

**Minimum.** Let $c$ solve the equations, let $d$ be normalised, and put $v=d-c$, so that $\sum_iv_i=0$. Then

$$\langle r(v),r(c)\rangle=\sum_i\bar v_i\lambda=\lambda\,\overline{\sum_iv_i}=0 .$$

Since $r(d)=r(c)+r(v)$, expanding the squared norm leaves no cross term. Setting $d=c$ in the Gram form instead gives $\|r(c)\|^2=\lambda\,\overline{\sum_ic_i}=\lambda$.

**Existence.** Let the errors be independent. If $Gx=0$, then $\|r(x)\|^2=0$, hence $x=0$. The square matrix $G$ is therefore injective and so surjective, and $Gx=\mathbf 1$ has a solution. With $s=\sum_jx_j$, the Gram form gives $\bar s=\|r(x)\|^2$. If $s$ were zero, $x$ would be zero, contradicting $Gx=\mathbf 1$. Hence $c=x/s$ and $\lambda=1/s$ solve the equations.

**Uniqueness.** For two solutions $c$ and $d$, add the norm identity to the same identity with $c$ and $d$ exchanged. This leaves $\|r(d-c)\|^2+\|r(c-d)\|^2=0$, so $d=c$ by independence. Any row then shows that the multipliers agree.

**Without conjugation.** For errors $(a,0)$ and $(0,b)$ with $a\ne0$, the rows are $a^2c_0=\lambda$ and $b^2c_1=\lambda$. If $a^2+b^2=0$, they give $a^2(c_0+c_1)=0$, so $a^2=0$, a contradiction. Otherwise a solution is

$$c_0=\frac{b^2}{a^2+b^2},\quad c_1=\frac{a^2}{a^2+b^2},\quad \lambda=\frac{a^2b^2}{a^2+b^2}.$$

For $a=1$ and $b\to i$ these coefficients grow without bound, while the conjugated ones tend to $1/2$. With $a=1$ and $b$ close but not equal to $i$, a code would thus see very large coefficients instead of an unsolvable system.

## The Lean file

```lean
import Mathlib

open Finset

namespace DIISMissingConjugation

noncomputable section

variable {ι κ : Type*} [Fintype ι] [Fintype κ]

/-- The matrix of unconjugated products `e_iᵀ e_j` of complex error vectors. -/
def bilinearGram (e : ι → κ → ℂ) : Matrix ι ι ℂ :=
  Matrix.of fun i j => ∑ k, e i k * e j k

/-- The Gram matrix `e_i† e_j` of complex error vectors, with conjugation. -/
def hermitianGram (e : ι → κ → ℂ) : Matrix ι ι ℂ :=
  Matrix.of fun i j => ∑ k, star (e i k) * e j k

/-- The DIIS equations: `B c = l 1` together with the normalisation `∑ c_j = 1`. -/
def IsDIISSolution (B : Matrix ι ι ℂ) (c : ι → ℂ) (l : ℂ) : Prop :=
  (∀ i, ∑ j, B i j * c j = l) ∧ ∑ j, c j = 1

/-- The extrapolated error vector `∑ c_j e_j`. -/
def residual (e : ι → κ → ℂ) (c : ι → ℂ) : κ → ℂ :=
  fun k => ∑ j, c j * e j k

/-- The squared norm of the extrapolated error vector. -/
def residualNormSq (e : ι → κ → ℂ) (c : ι → ℂ) : ℝ :=
  ∑ k, Complex.normSq (residual e c k)

/-- The form defined by the conjugated Gram matrix is the inner product of the
extrapolated errors. -/
theorem gram_form (e : ι → κ → ℂ) (d c : ι → ℂ) :
    ∑ i, star (d i) * ∑ j, hermitianGram e i j * c j
      = ∑ k, star (residual e d k) * residual e c k := by
  -- first contract the right index, then the left one
  have h : ∀ i, ∑ j, hermitianGram e i j * c j
      = ∑ k, star (e i k) * residual e c k := by
    intro i
    simp only [hermitianGram, Matrix.of_apply, residual, Finset.sum_mul, Finset.mul_sum]
    rw [Finset.sum_comm]
    exact Finset.sum_congr rfl fun k _ => Finset.sum_congr rfl fun j _ => by ring
  simp only [h]
  generalize residual e c = r
  simp only [residual, star_sum, star_mul', Finset.sum_mul, Finset.mul_sum]
  rw [Finset.sum_comm]
  exact Finset.sum_congr rfl fun k _ => Finset.sum_congr rfl fun j _ => by ring

/-- The diagonal value of the conjugated Gram form is the squared norm of the
extrapolated error. -/
theorem gram_form_self (e : ι → κ → ℂ) (c : ι → ℂ) :
    ∑ i, star (c i) * ∑ j, hermitianGram e i j * c j = (residualNormSq e c : ℂ) := by
  rw [gram_form, residualNormSq, Complex.ofReal_sum]
  exact Finset.sum_congr rfl fun k _ => Complex.normSq_eq_conj_mul_self.symm

/-- If `c` solves the conjugated DIIS equations, the squared error of any normalised `d`
is that of `c` plus the squared norm of the error combination with coefficients `d - c`. -/
theorem diis_pythagoras (e : ι → κ → ℂ) {c d : ι → ℂ} {l : ℂ}
    (h : IsDIISSolution (hermitianGram e) c l) (hd : ∑ j, d j = 1) :
    residualNormSq e d = residualNormSq e c + residualNormSq e (d - c) := by
  -- the optimal error is orthogonal to every allowed variation
  have h0 : ∑ k, star (residual e (d - c) k) * residual e c k = 0 := by
    rw [← gram_form]
    simp only [h.1]
    rw [← Finset.sum_mul, ← star_sum]
    simp [Finset.sum_sub_distrib, hd, h.2]
  have hre := congrArg Complex.re h0
  rw [Complex.re_sum, Complex.zero_re] at hre
  have hr : ∀ k, residual e d k = residual e c k + residual e (d - c) k := by
    intro k
    simp only [residual, Pi.sub_apply, ← Finset.sum_add_distrib]
    exact Finset.sum_congr rfl fun j _ => by ring
  have key : ∀ k, Complex.normSq (residual e d k) = Complex.normSq (residual e c k)
      + Complex.normSq (residual e (d - c) k)
      + 2 * (star (residual e (d - c) k) * residual e c k).re := by
    intro k
    rw [hr k]
    simp only [Complex.normSq_apply, Complex.add_re, Complex.add_im, Complex.mul_re,
      Complex.star_def, Complex.conj_re, Complex.conj_im]
    ring
  unfold residualNormSq
  rw [Finset.sum_congr rfl fun k _ => key k, Finset.sum_add_distrib,
    Finset.sum_add_distrib, ← Finset.mul_sum, hre]
  ring

/-- A solution of the conjugated DIIS equations minimises the error norm among normalised
coefficients, and its multiplier is the minimal squared norm. -/
theorem diis_minimises (e : ι → κ → ℂ) {c : ι → ℂ} {l : ℂ}
    (h : IsDIISSolution (hermitianGram e) c l) :
    l = (residualNormSq e c : ℂ) ∧
      ∀ d : ι → ℂ, ∑ j, d j = 1 → residualNormSq e c ≤ residualNormSq e d := by
  constructor
  · have q := gram_form_self e c
    simp only [h.1] at q
    rwa [← Finset.sum_mul, ← star_sum, h.2, star_one, one_mul] at q
  · intro d hd
    have p := diis_pythagoras e h hd
    have : 0 ≤ residualNormSq e (d - c) := Finset.sum_nonneg fun k _ => Complex.normSq_nonneg _
    linarith

/-- For linearly independent errors, only the zero combination has zero norm. -/
theorem eq_zero_of_residualNormSq {e : ι → κ → ℂ} (he : LinearIndependent ℂ e)
    {x : ι → ℂ} (h : residualNormSq e x = 0) : x = 0 := by
  unfold residualNormSq at h
  have hk : ∀ k, residual e x k = 0 := fun k => Complex.normSq_eq_zero.mp
    ((Finset.sum_eq_zero_iff_of_nonneg fun k _ => Complex.normSq_nonneg _).mp h k
      (Finset.mem_univ k))
  funext i
  refine Fintype.linearIndependent_iff.mp he x ?_ i
  funext k
  simpa [residual, Finset.sum_apply] using hk k

/-- For a nonempty linearly independent family of complex errors, the conjugated DIIS
equations have exactly one solution. -/
theorem conjugated_existsUnique [Nonempty ι] {e : ι → κ → ℂ}
    (he : LinearIndependent ℂ e) :
    ∃! p : (ι → ℂ) × ℂ, IsDIISSolution (hermitianGram e) p.1 p.2 := by
  obtain ⟨i₀⟩ := ‹Nonempty ι›
  apply existsUnique_of_exists_of_unique
  · have hinj : Function.Injective (hermitianGram e).mulVecLin := by
      rw [injective_iff_map_eq_zero]
      intro x hx
      have hx' : ∀ i, ∑ j, hermitianGram e i j * x j = 0 := fun i => congrFun hx i
      have q := gram_form_self e x
      simp only [hx', mul_zero, Finset.sum_const_zero] at q
      exact eq_zero_of_residualNormSq he (by exact_mod_cast q.symm)
    -- solve G x = 1, then normalise x
    obtain ⟨x, hx⟩ := LinearMap.injective_iff_surjective.mp hinj (fun _ => 1)
    have hx' : ∀ i, ∑ j, hermitianGram e i j * x j = 1 := fun i => congrFun hx i
    have hs : ∑ j, x j ≠ 0 := by
      intro hs
      have q := gram_form_self e x
      simp only [hx', mul_one] at q
      rw [← star_sum, hs, star_zero] at q
      have x0 := eq_zero_of_residualNormSq he (by exact_mod_cast q.symm)
      have := hx' i₀
      simp [x0] at this
    refine ⟨(fun j => x j / ∑ m, x m, 1 / ∑ m, x m), fun i => ?_, ?_⟩
    · simp only [← mul_div_assoc, ← Finset.sum_div, hx']
    · simp only [← Finset.sum_div]
      exact div_self hs
  · rintro ⟨c, l⟩ ⟨d, m⟩ h h'
    have p1 := diis_pythagoras e h h'.2
    have p2 := diis_pythagoras e h' h.2
    have n1 : 0 ≤ residualNormSq e (d - c) := Finset.sum_nonneg fun k _ => Complex.normSq_nonneg _
    have n2 : 0 ≤ residualNormSq e (c - d) := Finset.sum_nonneg fun k _ => Complex.normSq_nonneg _
    have hcd : d = c := sub_eq_zero.mp (eq_zero_of_residualNormSq he (by linarith))
    subst hcd
    exact Prod.ext rfl ((h.1 i₀).symm.trans (h'.1 i₀))

/-- The two error vectors `(a, 0)` and `(0, b)`. -/
def axisErrors (a b : ℂ) : Fin 2 → Fin 2 → ℂ := ![![a, 0], ![0, b]]

/-- For errors `(a, 0)` and `(0, b)` with `a ≠ 0`, the unconjugated DIIS equations are
solvable exactly when `a² + b² ≠ 0`. -/
theorem unconjugated_solvable_iff {a : ℂ} (b : ℂ) (ha : a ≠ 0) :
    (∃ c l, IsDIISSolution (bilinearGram (axisErrors a b)) c l) ↔ a ^ 2 + b ^ 2 ≠ 0 := by
  constructor
  · rintro ⟨c, l, h, hs⟩ h0
    have h1 := h 0
    have h2 := h 1
    simp [bilinearGram, axisErrors, Fin.sum_univ_two] at h1 h2
    rw [Fin.sum_univ_two] at hs
    have : a ^ 2 = 0 := by linear_combination h1 - h2 + c 1 * h0 - a ^ 2 * hs
    exact ha (pow_eq_zero_iff two_ne_zero |>.mp this)
  · intro h
    refine ⟨![b ^ 2 / (a ^ 2 + b ^ 2), a ^ 2 / (a ^ 2 + b ^ 2)],
      a ^ 2 * b ^ 2 / (a ^ 2 + b ^ 2), fun i => ?_, ?_⟩
    · fin_cases i <;> simp [bilinearGram, axisErrors, Fin.sum_univ_two] <;> ring
    · have : b ^ 2 / (a ^ 2 + b ^ 2) + a ^ 2 / (a ^ 2 + b ^ 2) = 1 := by
        rw [← add_div, add_comm (b ^ 2), div_self h]
      simpa [Fin.sum_univ_two] using this

/-- For the errors `(1, 0)` and `(0, i)` the unconjugated DIIS equations have no solution,
while the conjugated ones have exactly the solution `c = (1/2, 1/2)`, `l = 1/2`. -/
theorem missing_conjugation_counterexample :
    (¬ ∃ c l, IsDIISSolution (bilinearGram (axisErrors 1 Complex.I)) c l) ∧
    ∀ c l, IsDIISSolution (hermitianGram (axisErrors 1 Complex.I)) c l ↔
      c = ![1 / 2, 1 / 2] ∧ l = 1 / 2 := by
  constructor
  · rw [unconjugated_solvable_iff Complex.I one_ne_zero]
    simp [Complex.I_sq]
  · intro c l
    constructor
    · rintro ⟨h, hs⟩
      have h1 := h 0
      have h2 := h 1
      -- the conjugated Gram matrix is the identity
      simp [hermitianGram, axisErrors, Fin.sum_univ_two] at h1 h2
      rw [Fin.sum_univ_two] at hs
      refine ⟨?_, by linear_combination (hs - h1 - h2) / 2⟩
      funext i
      fin_cases i
      · change c 0 = 1 / 2
        linear_combination (h1 - h2 + hs) / 2
      · change c 1 = 1 / 2
        linear_combination (h2 - h1 + hs) / 2
    · rintro ⟨rfl, rfl⟩
      refine ⟨fun i => ?_, ?_⟩
      · fin_cases i <;> simp [hermitianGram, axisErrors, Fin.sum_univ_two]
      · norm_num [Fin.sum_univ_two]

end

end DIISMissingConjugation
```

```lean
#print axioms DIISMissingConjugation.diis_minimises
#print axioms DIISMissingConjugation.conjugated_existsUnique
#print axioms DIISMissingConjugation.missing_conjugation_counterexample
```

```
'DIISMissingConjugation.diis_minimises' depends on axioms: [propext, Classical.choice, Quot.sound]
'DIISMissingConjugation.conjugated_existsUnique' depends on axioms: [propext, Classical.choice, Quot.sound]
'DIISMissingConjugation.missing_conjugation_counterexample' depends on axioms: [propext, Classical.choice, Quot.sound]
```

## What is proved, and for which DIIS problem

The finite type `ι` labels the stored errors and `κ` their components, so `e i k` is component $k$ of error $i$. `bilinearGram` and `hermitianGram` are $B$ and $G$; `residual` and `residualNormSq` are $r(c)$ and $\|r(c)\|^2$. `IsDIISSolution` states the row equations and the normalisation, with `l` for $\lambda$. A code that writes its rows as $Gc+\mu\mathbf 1=0$ has $\mu=-\lambda$.

The final theorem, `missing_conjugation_counterexample`, says that no complex pair `c`, `l` solves the unconjugated equations for the two errors above, and that a pair solves the conjugated ones exactly when it is the stated solution. `conjugated_existsUnique` gives a unique pair for every nonempty independent family.

The proofs follow the derivation:

- `gram_form` exchanges the sums, and `gram_form_self` is its diagonal case.
- `diis_pythagoras` obtains orthogonality as `h0`, expands each component in `key`, and removes the cross term by taking the real part of `h0`. `diis_minimises` then uses nonnegativity of the remaining norm.
- `eq_zero_of_residualNormSq` turns a zero norm into zero coefficients. `conjugated_existsUnique` uses it for injectivity, for $s\ne0$ and for uniqueness.
- `unconjugated_solvable_iff` combines the two rows with the constraint by `linear_combination`, and supplies the explicit solution for the converse. The counter-example sets $a=1$, $b=i$ and solves the conjugated equations directly.

Independence is assumed, and nearly dependent errors in a real calculation can still make $G$ ill-conditioned. Arithmetic is exact, with no rounding or regularisation. The coefficients range over the complex numbers. A code that restricts them to real values, for instance to keep an extrapolated Fock matrix Hermitian, minimises over a smaller set, and its equations contain the real part of $G$ in place of $G$. For independent errors the two minimisers agree whenever $G$ is real. This is the case when the errors are full commutator matrices $FPS-SPF$ with Hermitian Fock, density and overlap matrices $F$, $P$ and $S$, because such errors are anti-Hermitian. The unconjugated equations of the opening example have no real solution either, since real coefficients are among the complex ones excluded.
